# With a fixed number of electrons filling exactly the levels below μ, purely imaginary Hermitian perturbations of a real Hamiltonian leave site populations unchanged at first order

## Real orbitals below a level μ

The projector P on the eigenvalues of H below μ is described here through real orthonormal orbitals, the columns of a matrix C, with energies ε_i:

H = C diag(ε) Cᵀ,  P = C diag(f) Cᵀ,  CᵀC = 1.

The occupation f_i is 1 if ε_i < μ and 0 otherwise. Every real symmetric H has such a P for every μ. No separate gap hypothesis is needed: an occupied and an empty level always have different energies.

In a basis of real, orthonormal, spinless, field-independent orbitals, the coupling linear in a magnetic field is a Hermitian matrix V with purely imaginary entries. The diagonal of the density matrix gives the site populations.

## Two equations for the response

With the number of electrons held fixed, let H + λV have the density matrix P + λX + …. It must remain idempotent and commute with the Hamiltonian. At first order in λ this gives

X = PX + XP,
[H,X] + [V,P] = 0.

The theorem takes these equations as the definition of a response X; differentiability in λ is not part of it. V is fixed, so the electrons are non-interacting and there is no self-consistent feedback.

## One solution for each V

Put Y = CᵀXC and W = CᵀVC. The equations become, entry by entry,

Y_ij = (f_i + f_j) Y_ij,
(ε_i − ε_j) Y_ij = (f_i − f_j) W_ij.

If both levels are occupied, the first equation reads Y_ij = 2Y_ij, so Y_ij = 0. If both are empty, it gives Y_ij = 0 directly. In both cases the second equation then holds. If exactly one is occupied, the first equation is an identity and the second gives

Y_ij = (f_i − f_j) W_ij / (ε_i − ε_j).

Thus Y is determined, and X = CYCᵀ is the only response.

## Why the diagonal vanishes

Write X̄ for the entrywise conjugate. Since H and P are real, conjugating the equations shows that X̄ responds to V̄. By linearity −X̄ responds to −V̄, which equals V for imaginary V. Uniqueness gives X = −X̄, so X has purely imaginary entries.

Taking adjoints, with H, P and V Hermitian, gives

X† = PX† + X†P,
−([H,X†] + [V,P]) = 0.

So X† also responds to V, and X† = X. Each X_ii is then both real and imaginary, hence zero.

Take a finite, non-interacting model with real H, levels filled as above, and a basis of real, orthonormal, spinless, field-independent orbitals. If its linear response to a static magnetic field, computed from the two response equations, has a diagonal that is non-zero beyond rounding and convergence errors, there is a mistake in the calculation. The off-diagonal entries may well be non-zero.

## The statement in Lean

The finite type `n` labels an orthonormal basis. `IsProjectorBelow H μ P` states the orbital description above, and a level exactly at μ counts as empty. `cplx` regards real matrices as complex ones, and `IsResponse` is the pair of response equations.

In `magnetic_response`, `hV` says that V is Hermitian and `hVim` that its entries have zero real part. The conclusion is that every entry of X has zero real part and every diagonal entry is zero. Existence and uniqueness of X, for any complex matrix V, are stated in `existsUnique_response`. Non-orthogonal bases and fractional occupations are not covered.

```lean
import Mathlib

open Matrix

namespace MagneticDensityResponse

noncomputable section

variable {n : Type*} [Fintype n] [DecidableEq n]

/-- A real matrix regarded as a complex matrix. -/
abbrev cplx : Matrix n n ℝ →+* Matrix n n ℂ := Complex.ofRealHom.mapMatrix

/-- Entrywise complex conjugation of a matrix. -/
abbrev conjM : Matrix n n ℂ →+* Matrix n n ℂ := (starRingEnd ℂ).mapMatrix

/-- Occupation of level `i`: one if its energy lies below `μ`, zero otherwise. -/
def occ (ε : n → ℝ) (μ : ℝ) (i : n) : ℝ := if ε i < μ then 1 else 0

/-- `P` is the projector on the eigenvalues of the real symmetric matrix `H` below `μ`,
written with real orthonormal orbitals `C` and orbital energies `ε`. -/
def IsProjectorBelow (H : Matrix n n ℝ) (μ : ℝ) (P : Matrix n n ℝ) : Prop :=
  ∃ (C : Matrix n n ℝ) (ε : n → ℝ), Cᵀ * C = 1 ∧
    H = C * diagonal ε * Cᵀ ∧ P = C * diagonal (occ ε μ) * Cᵀ

/-- `X` is a first-order response of the density matrix `P` to the perturbation `V`:
`X = PX + XP` and `[H,X] + [V,P] = 0`. -/
def IsResponse (H P V X : Matrix n n ℂ) : Prop :=
  X = P * X + X * P ∧ (H * X - X * H) + (V * P - P * V) = 0

/-- The sum-over-states matrix in the orbital basis: the perturbation weighted by
occupation differences over energy differences. -/
def sumOverStates (ε : n → ℝ) (μ : ℝ) (W : Matrix n n ℂ) : Matrix n n ℂ :=
  Matrix.of fun i j => ((occ ε μ i : ℂ) - occ ε μ j) * W i j / ((ε i : ℂ) - ε j)

/-- Every real symmetric matrix has a projector on its eigenvalues below any given `μ`. -/
theorem exists_projector (H : Matrix n n ℝ) (hH : H.IsSymm) (μ : ℝ) :
    ∃ P, IsProjectorBelow H μ P := by
  have h : H.IsHermitian := by
    rw [Matrix.IsHermitian, conjTranspose_eq_transpose_of_trivial]
    exact hH
  let C : Matrix n n ℝ := h.eigenvectorUnitary
  have hC : Cᵀ * C = 1 := by
    have := Matrix.mem_unitaryGroup_iff'.mp h.eigenvectorUnitary.2
    rwa [star_eq_conjTranspose, conjTranspose_eq_transpose_of_trivial] at this
  -- the columns of `C` are eigenvectors
  have hE : H * C = C * diagonal h.eigenvalues := by
    ext i j
    have := congrFun (h.mulVec_eigenvectorBasis j) i
    rw [Matrix.mul_diagonal]
    simpa [C, Matrix.mul_apply, Matrix.mulVec, dotProduct, mul_comm]
      using this
  refine ⟨_, C, h.eigenvalues, hC, ?_, rfl⟩
  rw [← hE, mul_assoc, mul_eq_one_comm.mp hC, mul_one]

omit [Fintype n] [DecidableEq n] in
/-- For one pair of levels, the response equations hold exactly when the matrix element
is given by the sum-over-states expression. -/
theorem response_entry_iff (ε : n → ℝ) (μ : ℝ) (i j : n) (w y : ℂ) :
    (y = occ ε μ i * y + y * occ ε μ j ∧
      (ε i * y - y * ε j) + (w * occ ε μ j - occ ε μ i * w) = 0) ↔
    y = ((occ ε μ i : ℂ) - occ ε μ j) * w / ((ε i : ℂ) - ε j) := by
  by_cases hi : ε i < μ <;> by_cases hj : ε j < μ
  · have hi' : occ ε μ i = 1 := if_pos hi
    have hj' : occ ε μ j = 1 := if_pos hj
    simp only [hi', hj', Complex.ofReal_one, sub_self, zero_mul, zero_div]
    constructor
    · rintro ⟨a, _⟩
      linear_combination -a
    · rintro rfl
      constructor <;> ring
  · have hi' : occ ε μ i = 1 := if_pos hi
    have hj' : occ ε μ j = 0 := if_neg hj
    have hne : (ε i : ℂ) - ε j ≠ 0 := by
      intro h
      have h' : ε i - ε j = 0 := by exact_mod_cast h
      linarith
    rw [hi', hj', Complex.ofReal_one, Complex.ofReal_zero, eq_div_iff hne]
    exact ⟨fun h => by linear_combination h.2,
      fun h => ⟨by ring, by linear_combination h⟩⟩
  · have hi' : occ ε μ i = 0 := if_neg hi
    have hj' : occ ε μ j = 1 := if_pos hj
    have hne : (ε i : ℂ) - ε j ≠ 0 := by
      intro h
      have h' : ε i - ε j = 0 := by exact_mod_cast h
      linarith
    rw [hi', hj', Complex.ofReal_one, Complex.ofReal_zero, eq_div_iff hne]
    exact ⟨fun h => by linear_combination h.2,
      fun h => ⟨by ring, by linear_combination h⟩⟩
  · have hi' : occ ε μ i = 0 := if_neg hi
    have hj' : occ ε μ j = 0 := if_neg hj
    simp only [hi', hj', Complex.ofReal_zero, sub_self, zero_mul, zero_div]
    constructor
    · rintro ⟨a, _⟩
      linear_combination a
    · rintro rfl
      constructor <;> ring

/-- In the orbital basis the response equations are solved by the sum-over-states matrix
and by nothing else. -/
theorem response_diagonal_iff (ε : n → ℝ) (μ : ℝ) (W Y : Matrix n n ℂ) :
    IsResponse (diagonal fun i => (ε i : ℂ)) (diagonal fun i => (occ ε μ i : ℂ)) W Y ↔
      Y = sumOverStates ε μ W := by
  constructor
  · rintro ⟨h1, h2⟩
    ext i j
    refine (response_entry_iff ε μ i j (W i j) (Y i j)).1 ⟨?_, ?_⟩
    · simpa only [Matrix.add_apply, diagonal_mul, mul_diagonal]
        using congrFun (congrFun h1 i) j
    · simpa only [Matrix.add_apply, Matrix.sub_apply, Matrix.zero_apply, diagonal_mul,
        mul_diagonal] using congrFun (congrFun h2 i) j
  · intro h
    have e := fun i j =>
      (response_entry_iff ε μ i j (W i j) (Y i j)).2 (congrFun (congrFun h i) j)
    constructor
    · ext i j
      simpa only [Matrix.add_apply, diagonal_mul, mul_diagonal] using (e i j).1
    · ext i j
      simpa only [Matrix.add_apply, Matrix.sub_apply, Matrix.zero_apply, diagonal_mul,
        mul_diagonal] using (e i j).2

/-- The response equations keep their form under a change of basis. -/
theorem IsResponse.basis_change {H P V X S T : Matrix n n ℂ} (hTS : T * S = 1)
    (h : IsResponse H P V X) :
    IsResponse (S * H * T) (S * P * T) (S * V * T) (S * X * T) := by
  have key : ∀ A B : Matrix n n ℂ, S * A * T * (S * B * T) = S * (A * B) * T := by
    intro A B
    calc S * A * T * (S * B * T) = S * A * (T * S) * B * T := by simp only [mul_assoc]
      _ = S * (A * B) * T := by rw [hTS, mul_one]; simp only [mul_assoc]
  constructor
  · rw [key, key, ← add_mul, ← mul_add, ← h.1]
  · rw [key, key, key, key, ← sub_mul, ← sub_mul, ← mul_sub, ← mul_sub, ← add_mul,
      ← mul_add, h.2, mul_zero, zero_mul]

/-- Every perturbation `V` has exactly one first-order density-matrix response. -/
theorem existsUnique_response {H P : Matrix n n ℝ} {μ : ℝ} (hP : IsProjectorBelow H μ P)
    (V : Matrix n n ℂ) : ∃! X, IsResponse (cplx H) (cplx P) V X := by
  obtain ⟨C, ε, hC, rfl, rfl⟩ := hP
  have hd : ∀ d : n → ℝ, cplx (diagonal d) = diagonal fun i => (d i : ℂ) := by
    intro d
    ext i j
    by_cases h : i = j
    · subst h; simp
    · simp [h]
  have htc : cplx Cᵀ * cplx C = 1 := by rw [← map_mul, hC, map_one]
  have hct : cplx C * cplx Cᵀ = 1 := mul_eq_one_comm.mp htc
  have fwd : ∀ A, cplx C * (cplx Cᵀ * A * cplx C) * cplx Cᵀ = A := by
    intro A
    calc _ = (cplx C * cplx Cᵀ) * A * (cplx C * cplx Cᵀ) := by simp only [mul_assoc]
      _ = A := by rw [hct, one_mul, mul_one]
  have back : ∀ A, cplx Cᵀ * (cplx C * A * cplx Cᵀ) * cplx C = A := by
    intro A
    calc _ = (cplx Cᵀ * cplx C) * A * (cplx Cᵀ * cplx C) := by simp only [mul_assoc]
      _ = A := by rw [htc, one_mul, mul_one]
  refine ⟨cplx C * sumOverStates ε μ (cplx Cᵀ * V * cplx C) * cplx Cᵀ, ?_, ?_⟩
  · have h := ((response_diagonal_iff ε μ (cplx Cᵀ * V * cplx C) _).2 rfl).basis_change htc
    rw [fwd] at h
    simpa only [map_mul, hd] using h
  · intro X hX
    simp only [map_mul, hd] at hX
    have h := hX.basis_change hct
    rw [back, back] at h
    rw [← (response_diagonal_iff ε μ _ _).1 h, fwd]

/-- For real `H` and `P`, if `X` responds to `V`, then minus the conjugate of `X` responds
to minus the conjugate of `V`. -/
theorem IsResponse.neg_conj {H P : Matrix n n ℝ} {V X : Matrix n n ℂ}
    (h : IsResponse (cplx H) (cplx P) V X) :
    IsResponse (cplx H) (cplx P) (-conjM V) (-conjM X) := by
  have hc : ∀ A : Matrix n n ℝ, conjM (cplx A) = cplx A := by
    intro A
    ext i j
    simp
  have e1 := congrArg conjM h.1
  have e2 := congrArg conjM h.2
  simp only [map_add, map_mul, hc] at e1
  simp only [map_add, map_sub, map_mul, map_zero, hc] at e2
  constructor
  · calc -conjM X = -(cplx P * conjM X + conjM X * cplx P) := congrArg Neg.neg e1
      _ = _ := by noncomm_ring
  · rw [← neg_eq_zero, ← e2]
    noncomm_ring

/-- The response to a perturbation with purely imaginary entries has purely imaginary
entries. -/
theorem response_imaginary {H P : Matrix n n ℝ} {μ : ℝ} (hP : IsProjectorBelow H μ P)
    {V X : Matrix n n ℂ} (hV : ∀ i j, (V i j).re = 0)
    (hX : IsResponse (cplx H) (cplx P) V X) (i j : n) : (X i j).re = 0 := by
  have hn : -conjM V = V := by
    ext i j
    apply Complex.ext <;> simp [hV i j]
  have h := hX.neg_conj
  rw [hn] at h
  -- both `X` and minus its conjugate solve the same equations
  have u : X = -conjM X := (existsUnique_response hP V).unique hX h
  have e : (X i j).re = -(X i j).re := congrArg Complex.re (congrFun (congrFun u i) j)
  linarith

/-- The response to a Hermitian perturbation is Hermitian. -/
theorem response_isHermitian {H P : Matrix n n ℝ} {μ : ℝ} (hP : IsProjectorBelow H μ P)
    {V X : Matrix n n ℂ} (hV : V.IsHermitian)
    (hX : IsResponse (cplx H) (cplx P) V X) : X.IsHermitian := by
  have hs : Hᵀ = H ∧ Pᵀ = P := by
    obtain ⟨C, ε, _, rfl, rfl⟩ := hP
    constructor <;> simp [Matrix.transpose_mul, Matrix.mul_assoc]
  have hc : ∀ A : Matrix n n ℝ, Aᵀ = A → (cplx A)ᴴ = cplx A := by
    intro A hA
    ext i j
    have : A j i = A i j := congrFun (congrFun hA i) j
    simp [Matrix.conjTranspose_apply, this]
  have e1 := congrArg conjTranspose hX.1
  have e2 := congrArg conjTranspose hX.2
  simp only [conjTranspose_add, conjTranspose_mul, hc P hs.2] at e1
  simp only [conjTranspose_add, conjTranspose_sub, conjTranspose_mul, conjTranspose_zero,
    hc P hs.2, hc H hs.1, hV.eq] at e2
  -- the adjoint of `X` solves the same equations
  have h : IsResponse (cplx H) (cplx P) V Xᴴ := by
    refine ⟨e1.trans (add_comm _ _), ?_⟩
    rw [← neg_eq_zero, ← e2]
    abel
  exact (existsUnique_response hP V).unique h hX

/-- For a real Hamiltonian with the levels below `μ` occupied and a Hermitian perturbation with
purely imaginary entries, the density-matrix response has purely imaginary entries and zero
diagonal. -/
theorem magnetic_response {H P : Matrix n n ℝ} {μ : ℝ} (hP : IsProjectorBelow H μ P)
    {V X : Matrix n n ℂ} (hV : V.IsHermitian) (hVim : ∀ i j, (V i j).re = 0)
    (hX : IsResponse (cplx H) (cplx P) V X) :
    (∀ i j, (X i j).re = 0) ∧ ∀ i, X i i = 0 := by
  have him := response_imaginary hP hVim hX
  refine ⟨him, fun i => Complex.ext (him i i) ?_⟩
  -- a diagonal entry of a Hermitian matrix is real
  have h : star (X i i) = X i i := (response_isHermitian hP hV hX).apply i i
  have e : -(X i i).im = (X i i).im := congrArg Complex.im h
  change (X i i).im = 0
  linarith

/-- A two-level system with energies 0 and 1, its lower level occupied, and an imaginary
Hermitian coupling has the non-zero response matrix shown. -/
theorem magnetic_response_witness :
    IsProjectorBelow !![0, 0; 0, 1] (1 / 2) !![1, 0; 0, 0] ∧
    (!![0, -Complex.I; Complex.I, 0] : Matrix (Fin 2) (Fin 2) ℂ).IsHermitian ∧
    (∀ i j, ((!![0, -Complex.I; Complex.I, 0] : Matrix (Fin 2) (Fin 2) ℂ) i j).re = 0) ∧
    IsResponse (cplx !![0, 0; 0, 1]) (cplx !![1, 0; 0, 0])
      !![0, -Complex.I; Complex.I, 0] !![0, Complex.I; -Complex.I, 0] := by
  have h1 : cplx !![0, 0; 0, 1] = (!![0, 0; 0, 1] : Matrix (Fin 2) (Fin 2) ℂ) := by
    ext i j
    fin_cases i <;> fin_cases j <;> simp
  have h2 : cplx !![1, 0; 0, 0] = (!![1, 0; 0, 0] : Matrix (Fin 2) (Fin 2) ℂ) := by
    ext i j
    fin_cases i <;> fin_cases j <;> simp
  rw [h1, h2]
  refine ⟨⟨1, ![0, 1], by simp, ?_, ?_⟩, ?_, ?_, ?_, ?_⟩
  · ext i j
    fin_cases i <;> fin_cases j <;> simp
  · ext i j
    fin_cases i <;> fin_cases j <;> norm_num [occ]
  · ext i j
    fin_cases i <;> fin_cases j <;> simp [Matrix.conjTranspose_apply]
  · intro i j
    fin_cases i <;> fin_cases j <;> simp
  · ext i j
    fin_cases i <;> fin_cases j <;> simp
  · ext i j
    fin_cases i <;> fin_cases j <;> simp

end

end MagneticDensityResponse
```

```lean
#print axioms MagneticDensityResponse.exists_projector
#print axioms MagneticDensityResponse.magnetic_response
```

```
'MagneticDensityResponse.exists_projector' depends on axioms: [propext, Classical.choice, Quot.sound]
'MagneticDensityResponse.magnetic_response' depends on axioms: [propext, Classical.choice, Quot.sound]
```

## How the proof follows the algebra

`exists_projector` builds C from Mathlib's eigenvector basis. `response_entry_iff` treats the four occupation cases; `linear_combination` does the algebra, and `hne` supplies the non-zero denominator when the occupations differ. For equal occupations the numerator in `sumOverStates` is zero, so the entry is 0 even where Lean divides by zero.

`response_diagonal_iff` collects the entries into matrices. `IsResponse.basis_change` carries the equations between bases by inserting TS = 1 between factors. `existsUnique_response` uses it twice: from the orbital basis to the original one for existence, and back for uniqueness.

`IsResponse.neg_conj` applies conjugation to both equations, and `response_imaginary` combines it with uniqueness to get X = −X̄. `response_isHermitian` does the same with the adjoint. `magnetic_response` then compares the imaginary part of X_ii with its own negative.

`magnetic_response_witness` checks a two-level case with energies 0 and 1 and μ = 1/2. The coupling V_01 = −i, V_10 = i gives X_01 = i, X_10 = −i: the density matrix responds, but its diagonal does not.
